# The ratio tan(πs/2)/s is strictly increasing for 0 < s < 1

The theorem `tanRatio_strictMonoOn` says that if 0 < s < t < 1, then tan(πs/2)/s < tan(πt/2)/t. It is a statement about a real function of a dimensionless variable s; no Hamiltonian, state or other physical assumption enters it. The proof computes the derivative by the chain and quotient rules and shows that it is positive on the interval. With x = πs/2, its sign is that of x − sin x cos x, which is positive because sin x < x and cos x ≤ 1 while sin x > 0.

This version doesn't compile in Lean 4 with Mathlib:

```lean
import Mathlib

open Set Filter
open scoped Real Topology

namespace BrownRavenhallSymbol

noncomputable section

/-- The ratio `tan(πs/2)/s`, used for `0 < s < 1`. -/
def tanRatio (s : ℝ) : ℝ := Real.tan (π * s / 2) / s

/-- For `0 < s < 1` the angle `πs/2` lies in the open first quadrant. -/
theorem angle_bounds {s : ℝ} (hs : s ∈ Ioo (0 : ℝ) 1) :
    0 < π * s / 2 ∧ π * s / 2 < π / 2 ∧ 0 < Real.cos (π * s / 2) := by
  have hp := Real.pi_pos
  have h0 : 0 < π * s / 2 := div_pos (mul_pos hp hs.1) two_pos
  have h1 : π * s / 2 < π / 2 := by nlinarith [mul_pos hp (sub_pos.2 hs.2)]
  exact ⟨h0, h1, Real.cos_pos_of_mem_Ioo ⟨by linarith, h1⟩⟩

/-- The ratio `tan(πs/2)/s` increases strictly on `0 < s < 1`. -/
theorem tanRatio_strictMonoOn : StrictMonoOn tanRatio (Ioo 0 1) := by
  have hd : ∀ s ∈ Ioo (0 : ℝ) 1, HasDerivAt tanRatio
      ((1 / Real.cos (π * s / 2) ^ 2 * (π * 1 / 2) * s
        - Real.tan (π * s / 2) * 1) / s ^ 2) s := by
    intro s hs
    have ht : HasDerivAt (fun u : ℝ => Real.tan (π * u / 2))
        (1 / Real.cos (π * s / 2) ^ 2 * (π * 1 / 2)) s :=
      (Real.hasDerivAt_tan (angle_bounds hs).2.2.ne').comp s
        (((hasDerivAt_id' s).const_mul π).div_const 2)
    exact ht.fun_div (hasDerivAt_id' s) hs.1.ne'
  refine strictMonoOn_of_deriv_pos (convex_Ioo 0 1)
    (fun s hs => (hd s hs).continuousAt.continuousWithinAt) ?_
  intro s hs
  rw [interior_Ioo] at hs
  rw [(hd s hs).deriv]
  obtain ⟨h0, h1, hc⟩ := angle_bounds hs
  refine div_pos ?_ (pow_pos hs.1 2)
  -- the sign is that of x - sin x cos x, with x = πs/2
  have hsin : 0 < Real.sin (π * s / 2) :=
    Real.sin_pos_of_pos_of_lt_pi h0 (by linarith [Real.pi_pos])
  have hlt := Real.sin_lt h0
  have hle := mul_le_of_le_one_right hsin.le (Real.cos_le_one (π * s / 2))
  have hi := mul_one_div_cancel hc.ne'
  have e : 1 / Real.cos (π * s / 2) ^ 2 * (π * 1 / 2) * s - Real.tan (π * s / 2) * 1
      = (π * s / 2 - Real.sin (π * s / 2) * Real.cos (π * s / 2))
        * (1 / Real.cos (π * s / 2)) ^ 2 := by
    rw [Real.tan_eq_sin_div_cos]
    linear_combination (Real.sin (π * s / 2) * (1 / Real.cos (π * s / 2))) * hi
  rw [e]
  exact mul_pos (by linarith) (pow_pos (one_div_pos.2 hc) 2)

end

end BrownRavenhallSymbol
```

The error:

```
Main.lean:29:6: error: Type mismatch
  HasDerivAt.comp s ?m.229 (HasDerivAt.div_const (HasDerivAt.const_mul π (hasDerivAt_id' s)) 2)
has type
  HasDerivAt (?m.226 ∘ fun x => π * x / 2) (?m.228 * (π * 1 / 2)) s
but is expected to have type
  HasDerivAt (fun u => Real.tan (π * u / 2)) (1 / Real.cos (π * s / 2) ^ 2 * (π * 1 / 2)) s
```

The error is in the chain-rule step `ht`, and the calculus there is right. The message shows that when Lean compared the result of `HasDerivAt.comp` with the stated goal, the outer function was still an unknown, `?m.226`, and the proof of its derivative was still the placeholder `?m.229`. Lean therefore had to match `?m.226 ∘ fun x => π * x / 2` with `fun u => Real.tan (π * u / 2)`, and it did not find that the unknown should be `Real.tan`.

The repair uses the same lemma but names both functions: `h₂ := Real.tan` is the outer one and `h := fun u : ℝ => π * u / 2` the inner one. Nothing is left to guess, and the composite agrees with the goal's function by unfolding the composition. Writing `HasDerivAt.comp` in full in place of the dot notation gives these named arguments a place; the two derivative proofs passed to it are unchanged.

After these edits no error is left:

```diff
@@ -27,5 +27,6 @@
     have ht : HasDerivAt (fun u : ℝ => Real.tan (π * u / 2))
         (1 / Real.cos (π * s / 2) ^ 2 * (π * 1 / 2)) s :=
-      (Real.hasDerivAt_tan (angle_bounds hs).2.2.ne').comp s
+      HasDerivAt.comp (h₂ := Real.tan) (h := fun u : ℝ => π * u / 2) s
+        (Real.hasDerivAt_tan (angle_bounds hs).2.2.ne')
         (((hasDerivAt_id' s).const_mul π).div_const 2)
     exact ht.fun_div (hasDerivAt_id' s) hs.1.ne'
```
